# Recovering the inverse of an invertible response matrix after adding a background site

## Sites, background and response

Let d sites carry charges that respond linearly to applied potentials. The real d × d matrix A gives the charge changes q = A u caused by site potentials u. In linear-response calculations of the Hubbard U, A stands for the bare response χ₀ or the screened response χ, and U on site i is the diagonal entry (χ₀⁻¹ − χ⁻¹)ᵢᵢ.

A background site is added to take up the compensating charge, so that the total charge is conserved. Potentials x now live on d + 1 sites, and only differences from the background potential matter. Let e be the all-ones column of length d, and define

C = [1, −e], (C x)ᵢ = xᵢ − x_none

L = Cᵀ A C

The index "none" denotes the background. The matrix Cᵀ keeps the site charges and puts minus their sum on the background. A uniform potential produces no charge, so L is singular, and the inverse response cannot be read from L⁻¹.

One remedy is to delete the background row and column of L, which leaves A itself. The remedy studied here keeps the background and adds g J, where J is the all-ones matrix on d + 1 sites; it is not Hund's exchange, which often has the same letter. The term g J gives an artificial response to a uniform potential shift: a unit shift changes each of the d + 1 charges by g (d + 1). This breaks charge conservation on purpose. The question is whether A⁻¹ can be recovered without a trace of g.

## What is recovered, and under which conditions

If A is invertible and g ≠ 0, then L + g J is invertible and

C (L + g J)⁻¹ Cᵀ = A⁻¹

Invertibility of A means that no non-zero pattern of site potentials leaves all site charges unchanged. Positive definite A is a special case; if also g > 0, then L + g J is positive definite. With the usual sign, the static response χ of a ground state is negative semidefinite, so if χ is symmetric and invertible, the positive definite matrix is −χ.

In Lean, the sites form a finite type `n`, and `Option n` adds the background as `none`, while site i becomes `some i`. The matrices C, J, L and L + g J are `relPot n`, `uniform n`, `extended A` and `regularized A g`. The number d is `Fintype.card n`, and d = 0 is allowed. The theorem `inverse_response_recovered` assumes `A.det ≠ 0` and `g ≠ 0`, and concludes both that the enlarged determinant is non-zero and that the identity holds.

For a finite set of sites with a real static response, both inverses needed for U can thus be obtained from enlarged matrices of this form. It is left to the application to show that A is invertible and that the computed response of sites and background really has the form Cᵀ A C, with exact charge conservation and no response to a uniform shift.

## The inverse by explicit construction

Write N = d + 1. Define a matrix D that lifts relative potentials to all sites with zero sum:

D_sj = δ_sj − 1/N

Here s runs over sites and background, j over sites only, and δ_sj = 0 for s = none. Four relations follow.

- C J = 0, because each entry is 1 − 1.
- C D = 1, because D_ij − D_none,j = δ_ij − 1/N + 1/N = δ_ij.
- J D = 0, because each column of D sums to 1 − N/N = 0.
- D C = 1 − J/N. A site column j of D C is column j of D. The background column is minus the row sum of D, which gives −(1 − d/N) = −1/N in a site row and d/N = 1 − 1/N in the background row.

Let B = A⁻¹ and set

K = D B Dᵀ + J/(g N²)

Multiplying L + g J by K gives four terms:

Cᵀ A C D B Dᵀ = Cᵀ A B Dᵀ = (D C)ᵀ = 1 − J/N

Cᵀ A C J/(g N²) = 0

g J D B Dᵀ = 0

g J J/(g N²) = J/N, since J J = N J

Their sum is 1, so K is the inverse of the square matrix L + g J. Finally,

C K Cᵀ = (C D) B (C D)ᵀ + C J Cᵀ/(g N²) = B

Written out in entries, this is

B_ij = K_ij − K_i,none − K_none,j + K_none,none

Each single entry of K still contains g, through the term 1/(g N²). Since D_none,j = −1/N, the background entry is

K_none,none = (Σ_ij B_ij + 1/g)/N²

For positive definiteness, split the quadratic form:

xᵀ (L + g J) x = (C x)ᵀ A (C x) + g (Σ_s x_s)²

If C x ≠ 0, the first term is positive and the second is non-negative. If C x = 0 and x ≠ 0, then x is a non-zero constant c, and the second term is g N² c² > 0. Symmetry of L + g J follows from that of A.

## The Lean file

```lean
import Mathlib

open Matrix

namespace BackgroundSiteResponse

noncomputable section

variable (n : Type*) [Fintype n] [DecidableEq n]

/-- The matrix `C = [1, -e]`: it sends potentials on the sites and the background `none`
to the site potentials measured relative to the background. -/
def relPot : Matrix n (Option n) ℝ :=
  Matrix.of fun i s => (if s = some i then 1 else 0) - (if s = none then 1 else 0)

/-- The all-ones matrix `J` on the sites together with the background. -/
def uniform : Matrix (Option n) (Option n) ℝ := Matrix.of fun _ _ => 1

/-- The matrix `D` that lifts relative potentials to potentials on all sites and the
background, shifted so that they sum to zero. -/
def zeroSumLift : Matrix (Option n) n ℝ :=
  Matrix.of fun s j => (if s = some j then 1 else 0) - ((Fintype.card n : ℝ) + 1)⁻¹

variable {n}

/-- The response matrix `L = Cᵀ A C` of the system enlarged by a background site. -/
def extended (A : Matrix n n ℝ) : Matrix (Option n) (Option n) ℝ :=
  (relPot n)ᵀ * A * relPot n

/-- The enlarged response with a uniform term added, `L + g J`. -/
def regularized (A : Matrix n n ℝ) (g : ℝ) : Matrix (Option n) (Option n) ℝ :=
  extended A + g • uniform n

/-- A uniform potential has no potential differences: `C J = 0`. -/
theorem relPot_mul_uniform : relPot n * uniform n = 0 := by
  ext i s
  simp [relPot, uniform, Matrix.mul_apply]

/-- Lifting relative potentials and taking differences again changes nothing: `C D = 1`. -/
theorem relPot_mul_lift : relPot n * zeroSumLift n = 1 := by
  ext i j
  simp [relPot, zeroSumLift, Matrix.mul_apply, Fintype.sum_option, Matrix.one_apply]

/-- Taking differences and lifting removes the mean potential: `D C = 1 - J / (d + 1)`. -/
theorem lift_mul_relPot :
    zeroSumLift n * relPot n = 1 - ((Fintype.card n : ℝ) + 1)⁻¹ • uniform n := by
  have hN : (Fintype.card n : ℝ) + 1 ≠ 0 := by positivity
  ext s t
  rcases t with _ | b
  · have h : (zeroSumLift n * relPot n) s none = -∑ i, zeroSumLift n s i := by
      simp [Matrix.mul_apply, relPot]
    rw [h]
    rcases s with _ | a <;>
      simp [zeroSumLift, uniform, Finset.sum_sub_distrib] <;> field_simp <;> ring
  · have h : (zeroSumLift n * relPot n) s (some b) = zeroSumLift n s b := by
      simp [Matrix.mul_apply, relPot]
    rw [h]
    simp [zeroSumLift, uniform, Matrix.one_apply]

/-- The lifted potentials sum to zero: `J D = 0`. -/
theorem uniform_mul_lift : uniform n * zeroSumLift n = 0 := by
  have hN : (Fintype.card n : ℝ) + 1 ≠ 0 := by positivity
  ext s j
  simp [uniform, zeroSumLift, Matrix.mul_apply, Finset.sum_sub_distrib]
  field_simp
  ring

/-- If `B` is the inverse of the response `A` and `g ≠ 0`, then
`D B Dᵀ + J / (g (d + 1)²)` is the inverse of `L + g J`. -/
theorem regularized_mul_explicit {A B : Matrix n n ℝ} {g : ℝ} (hAB : A * B = 1)
    (hg : g ≠ 0) :
    regularized A g * (zeroSumLift n * B * (zeroSumLift n)ᵀ
      + (g * ((Fintype.card n : ℝ) + 1) ^ 2)⁻¹ • uniform n) = 1 := by
  have hN : (Fintype.card n : ℝ) + 1 ≠ 0 := by positivity
  have hJt : (uniform n)ᵀ = uniform n := rfl
  have hJJ : uniform n * uniform n = ((Fintype.card n : ℝ) + 1) • uniform n := by
    ext s t
    simp [uniform, Matrix.mul_apply]
  -- the response part gives the projector onto potentials of zero mean
  have h1 : (relPot n)ᵀ * A * relPot n * (zeroSumLift n * B * (zeroSumLift n)ᵀ)
      = 1 - ((Fintype.card n : ℝ) + 1)⁻¹ • uniform n := by
    calc _ = (relPot n)ᵀ * (A * (relPot n * zeroSumLift n) * B) * (zeroSumLift n)ᵀ := by
          simp only [Matrix.mul_assoc]
      _ = (zeroSumLift n * relPot n)ᵀ := by
          rw [relPot_mul_lift, Matrix.mul_one, hAB, Matrix.mul_one, Matrix.transpose_mul]
      _ = _ := by
          rw [lift_mul_relPot, Matrix.transpose_sub, Matrix.transpose_one,
            Matrix.transpose_smul, hJt]
  -- the cross terms vanish
  have h2 (c : ℝ) : (relPot n)ᵀ * A * relPot n * (c • uniform n) = 0 := by
    rw [Matrix.mul_smul, Matrix.mul_assoc, relPot_mul_uniform, Matrix.mul_zero, smul_zero]
  have h3 : (g • uniform n) * (zeroSumLift n * B * (zeroSumLift n)ᵀ) = 0 := by
    rw [Matrix.smul_mul, Matrix.mul_assoc (zeroSumLift n), ← Matrix.mul_assoc (uniform n),
      uniform_mul_lift, Matrix.zero_mul, smul_zero]
  -- the uniform part supplies the missing mean
  have h4 : (g • uniform n) * ((g * ((Fintype.card n : ℝ) + 1) ^ 2)⁻¹ • uniform n)
      = ((Fintype.card n : ℝ) + 1)⁻¹ • uniform n := by
    rw [Matrix.smul_mul, Matrix.mul_smul, hJJ, smul_smul, smul_smul]
    congr 1
    field_simp
  unfold regularized extended
  rw [Matrix.add_mul, Matrix.mul_add, Matrix.mul_add, h1, h2, h3, h4]
  abel

/-- For an invertible response `A` and `g ≠ 0`, the matrix `L + g J` is invertible and
`C (L + g J)⁻¹ Cᵀ = A⁻¹`. -/
theorem inverse_response_recovered {A : Matrix n n ℝ} {g : ℝ} (hA : A.det ≠ 0)
    (hg : g ≠ 0) :
    (regularized A g).det ≠ 0 ∧
      relPot n * (regularized A g)⁻¹ * (relPot n)ᵀ = A⁻¹ := by
  have h := regularized_mul_explicit
    (Matrix.mul_nonsing_inv A (isUnit_iff_ne_zero.2 hA)) hg
  refine ⟨(Matrix.isUnit_det_of_right_inverse h).ne_zero, ?_⟩
  -- the uniform part of the inverse is invisible to potential differences
  rw [Matrix.inv_eq_right_inv h, Matrix.mul_add, Matrix.add_mul, Matrix.mul_smul,
    relPot_mul_uniform, smul_zero, Matrix.zero_mul, add_zero]
  calc _ = (relPot n * zeroSumLift n) * A⁻¹ * (relPot n * zeroSumLift n)ᵀ := by
        simp only [Matrix.transpose_mul, Matrix.mul_assoc]
    _ = A⁻¹ := by
        rw [relPot_mul_lift, Matrix.transpose_one, Matrix.one_mul, Matrix.mul_one]

/-- The quadratic form of `L + g J` is that of `A` in the relative potentials plus `g` times
the square of the summed potential. -/
theorem quadratic_form (A : Matrix n n ℝ) (g : ℝ) (x : Option n → ℝ) :
    x ⬝ᵥ (regularized A g *ᵥ x)
      = (relPot n *ᵥ x) ⬝ᵥ (A *ᵥ (relPot n *ᵥ x)) + g * (∑ s, x s) ^ 2 := by
  have hJ : x ⬝ᵥ (uniform n *ᵥ x) = (∑ s, x s) ^ 2 := by
    simp only [dotProduct, Matrix.mulVec, uniform, Matrix.of_apply, one_mul]
    rw [← Finset.sum_mul, sq]
  unfold regularized extended
  rw [Matrix.add_mulVec, dotProduct_add, Matrix.smul_mulVec, dotProduct_smul, hJ,
    ← Matrix.mulVec_mulVec, ← Matrix.mulVec_mulVec, Matrix.dotProduct_mulVec,
    Matrix.vecMul_transpose, smul_eq_mul]

/-- If `A` is positive definite and `g > 0`, then `L + g J` is positive definite. -/
theorem regularized_posDef {A : Matrix n n ℝ} {g : ℝ} (hA : A.PosDef) (hg : 0 < g) :
    (regularized A g).PosDef := by
  have hAt : Aᵀ = A := by
    rw [← Matrix.conjTranspose_eq_transpose_of_trivial]
    exact hA.1
  have hJt : (uniform n)ᵀ = uniform n := rfl
  refine Matrix.posDef_iff_dotProduct_mulVec.2 ⟨?_, fun x hx => ?_⟩
  · unfold Matrix.IsHermitian regularized extended
    rw [Matrix.conjTranspose_eq_transpose_of_trivial]
    simp only [Matrix.transpose_add, Matrix.transpose_mul, Matrix.transpose_smul,
      Matrix.transpose_transpose, hAt, hJt, Matrix.mul_assoc]
  · rw [star_trivial, quadratic_form]
    by_cases hC : relPot n *ᵥ x = 0
    · -- no potential differences: `x` is a non-zero constant
      have hc : ∀ i, x (some i) = x none := fun i => by
        have h := congrFun hC i
        simp [relPot, Matrix.mulVec, dotProduct, Fintype.sum_option] at h
        linarith
      have h0 : x none ≠ 0 := fun h => hx (by
        ext s
        rcases s with _ | i
        · exact h
        · exact (hc i).trans h)
      have hs : ∑ s, x s = ((Fintype.card n : ℝ) + 1) * x none := by
        simp only [Fintype.sum_option, hc, Finset.sum_const, Finset.card_univ, nsmul_eq_mul]
        ring
      rw [hC, zero_dotProduct, hs, zero_add]
      positivity
    · have h := hA.dotProduct_mulVec_pos hC
      rw [star_trivial] at h
      have h' : 0 ≤ g * (∑ s, x s) ^ 2 := by positivity
      linarith

/-- For `g ≠ 0`, each entry of the inverse `B` of `A` is a combination of four entries of
`(L + g J)⁻¹`: site-site, site-background, background-site and background-background. -/
theorem inverse_response_entry {A B : Matrix n n ℝ} {g : ℝ} (hAB : A * B = 1)
    (hg : g ≠ 0) (i j : n) :
    B i j = (regularized A g)⁻¹ (some i) (some j) - (regularized A g)⁻¹ (some i) none
      - (regularized A g)⁻¹ none (some j) + (regularized A g)⁻¹ none none := by
  have h := (inverse_response_recovered
    (Matrix.isUnit_det_of_right_inverse hAB).ne_zero hg).2
  rw [Matrix.inv_eq_right_inv hAB] at h
  rw [← h]
  generalize (regularized A g)⁻¹ = G
  simp [relPot, Matrix.mul_apply, Fintype.sum_option]
  ring

/-- For `g ≠ 0` and `B` the inverse of `A`, the background entry of `(L + g J)⁻¹` is the sum
of all entries of `B` plus `1 / g`, divided by `(d + 1)²`. -/
theorem background_entry {A B : Matrix n n ℝ} {g : ℝ} (hAB : A * B = 1) (hg : g ≠ 0) :
    (regularized A g)⁻¹ none none
      = ((∑ j, ∑ i, B i j) + 1 / g) / ((Fintype.card n : ℝ) + 1) ^ 2 := by
  have hN : (Fintype.card n : ℝ) + 1 ≠ 0 := by positivity
  have hD : ∀ j, zeroSumLift n none j = -((Fintype.card n : ℝ) + 1)⁻¹ := fun j => by
    simp [zeroSumLift]
  rw [Matrix.inv_eq_right_inv (regularized_mul_explicit hAB hg)]
  simp only [Matrix.add_apply, Matrix.smul_apply, Matrix.mul_apply, Matrix.transpose_apply,
    hD, uniform, Matrix.of_apply, smul_eq_mul, ← Finset.mul_sum, ← Finset.sum_mul]
  field_simp

end

end BackgroundSiteResponse
```

```lean
#print axioms BackgroundSiteResponse.inverse_response_recovered
#print axioms BackgroundSiteResponse.regularized_posDef
#print axioms BackgroundSiteResponse.inverse_response_entry
#print axioms BackgroundSiteResponse.background_entry
```

```
'BackgroundSiteResponse.inverse_response_recovered' depends on axioms: [propext, Classical.choice, Quot.sound]
'BackgroundSiteResponse.regularized_posDef' depends on axioms: [propext, Classical.choice, Quot.sound]
'BackgroundSiteResponse.inverse_response_entry' depends on axioms: [propext, Classical.choice, Quot.sound]
'BackgroundSiteResponse.background_entry' depends on axioms: [propext, Classical.choice, Quot.sound]
```

## From the four relations to the theorems

The lemmas `relPot_mul_uniform`, `relPot_mul_lift`, `lift_mul_relPot` and `uniform_mul_lift` are the four relations, with D named `zeroSumLift n`. They are checked entry by entry; for D C, the proof separates the background column from the site columns, as above.

In `regularized_mul_explicit`, the facts `h1` to `h4` are the four products in (L + g J) K: `h1` contains the cancellation A B = 1, `h2` and `h3` the vanishing cross terms, and `h4` the uniform part. The closing `abel` adds them up.

The main theorem takes B to be `A⁻¹`. A right inverse of a square matrix gives a non-zero determinant and equals the matrix inverse, so K can replace `(regularized A g)⁻¹`. The rewriting with `relPot_mul_uniform` removes the g-term, and the `calc` block reduces the rest by C D = 1.

The lemma `quadratic_form` moves Cᵀ across the dot product to obtain the split form. Then `regularized_posDef` proves symmetry and distinguishes the cases C x = 0 and C x ≠ 0 with `by_cases`.

The two entry formulas assume `A * B = 1`. For `inverse_response_entry`, the main identity is expanded over `Option n`, which leaves the four terms; `background_entry` evaluates K directly at `none none`.
